# In an n-fold axial crystal field, an integer-spin multiplet has no tunnelling between m and −m unless n divides 2m

## Levels, rotation and reversed projection

The setting is a single multiplet of integer spin $J \ge 0$. Its levels are labelled by the projection $m = -J, \dots, J$ on a fixed axis, and operators are complex $(2J+1)\times(2J+1)$ matrices in this basis. The matrix element $A_{ab}$ has row $a$ and column $b$, so it is the amplitude from level $b$ to level $a$. Units are chosen with $\hbar = 1$.

A rotation by $2\pi/n$ about the axis, with an integer $n \ge 1$, multiplies the state of projection $m$ by the phase
$$\omega_m = e^{-2\pi i m/n}.$$
The rotation is therefore the diagonal matrix $R = \mathrm{diag}(\omega_m)$. An operator $H$ has the $n$-fold symmetry if $HR = RH$. This condition stands for an environment that looks the same after it is turned by $2\pi/n$ about the axis, as for an ion on a three-, four- or sixfold axis. A magnetic field along the axis respects it as well. $H$ is not required to be Hermitian.

"Tunnelling" means a nonzero amplitude between $m$ and the reversed level $-m$.

## The amplitudes that vanish

Let $H$ commute with $R$, and let $m$ be a level for which $n$ does not divide $2m$. Then
$$(H^p)_{m,-m} = 0 \qquad \text{for every } p = 0, 1, 2, \dots$$

The same holds for perturbation chains and for time evolution. If $V$ commutes with $R$ and $G$ is any diagonal matrix, then
$$\big((VG)^p V\big)_{m,-m} = 0 \qquad \text{for every } p = 0, 1, 2, \dots,$$
and the evolution operator satisfies
$$\big(e^{-itH}\big)_{m,-m} = 0 \qquad \text{for every real } t.$$

For odd $n$ the condition "$n$ does not divide $2m$" says that $m$ is not a multiple of $n$. For even $n$ it says that $m$ is not a multiple of $n/2$. On a fourfold axis the odd projections are protected, and on a threefold or sixfold axis all projections that are not multiples of three. For $n = 1$ and $n = 2$ no integer $m$ satisfies the condition, so the rule forbids nothing there. The level $m = 0$ is never affected, since it is its own reverse.

## Symmetry blocks in a crystal-field code

A code that diagonalises a crystal-field Hamiltonian within one integer-spin multiplet can sort the levels by the remainder of $m$ modulo $n$ and treat each class as a separate block. The rule tells whether $m$ and $-m$ fall in the same block, and hence whether the amplitude that this Hamiltonian produces between them may be set to zero in advance.

Take $J = 6$ and $n = 4$. The crystal field changes the projection in steps of four. From $m = 5$ the reachable levels are $5$, $1$ and $-3$, and $-5$ is not among them. From $m = 6$ they are $6$, $2$, $-2$ and $-6$, so reversal is allowed and can occur at third order in the fourfold term.

The rule also serves as a test. If a computed amplitude between $m$ and $-m$ is nonzero although $n$ does not divide $2m$, either the input Hamiltonian breaks the symmetry or the arithmetic has introduced an error. A slightly distorted geometry is one possible source of the first kind, because it can produce matrix elements with forbidden changes of $m$.

## From equal phases to forbidden chains

**Equal phases.** Two exponentials agree exactly when their exponents differ by an integer multiple of $2\pi i$. So $\omega_a = \omega_b$ holds exactly when there is an integer $k$ with
$$-\frac{2\pi i\, a}{n} = -\frac{2\pi i\, b}{n} + 2\pi i\, k .$$
Multiplying by $n$ and dividing by $2\pi i$ gives $a - b = -nk$. Hence $\omega_a = \omega_b$ if and only if $n$ divides $a - b$.

**Selection rule.** Since $R$ is diagonal, multiplying from the right scales columns and multiplying from the left scales rows:
$$(AR)_{ab} = A_{ab}\,\omega_b, \qquad (RA)_{ab} = \omega_a A_{ab}.$$
The two products agree exactly when $A_{ab}(\omega_b - \omega_a) = 0$ for all $a, b$. If $n$ divides $a - b$, the bracket is zero and $A_{ab}$ is free. If not, the bracket is nonzero and $A_{ab}$ must vanish. So $A$ commutes with $R$ if and only if $A_{ab} = 0$ whenever $n$ does not divide $a - b$.

**Reversal.** Put $a = m$ and $b = -m$. The difference is $2m$. If $n$ does not divide $2m$, every operator that commutes with $R$ has a vanishing $(m,-m)$ element.

**Powers.** The identity $H^0 = 1$ commutes with $R$. If $H^p$ does, then
$$H^{p+1}R = H^p H R = H^p R H = R H^p H = R H^{p+1}.$$
By induction all powers commute with $R$, and the previous step applies to each of them.

**Perturbation chains.** A diagonal $G$ commutes with the diagonal $R$. Products of operators that commute with $R$ commute with $R$, so $(VG)^pV$ does, and its $(m,-m)$ element vanishes.

**Time evolution.** Expanding the exponential gives
$$\big(e^{-itH}\big)_{m,-m} = \sum_{p=0}^{\infty} \frac{(-it)^p}{p!}\,(H^p)_{m,-m} = 0,$$
because every term is zero.

**The divisibility condition is sharp.** Let $W_{ab} = 1$ if $n$ divides $a - b$, and $W_{ab} = 0$ otherwise. This matrix is real, and it is symmetric because $n$ divides $a - b$ exactly when it divides $b - a$. It is therefore Hermitian. By the selection rule it commutes with $R$. Its element $W_{m,-m}$ equals $1$ if $n$ divides $2m$ and $0$ otherwise. So when $n$ divides $2m$, the symmetry alone does not force the amplitude to vanish.

## The selection rule and its consequences in Lean

```lean
import Mathlib

open Matrix

namespace AxialTunnelling

noncomputable section

/-- The levels of an integer spin `J`: the projections `m = -J, ..., J`. -/
abbrev Level (J : ℕ) := {m : ℤ // m ∈ Finset.Icc (-(J : ℤ)) (J : ℤ)}

/-- The level `-m` with reversed projection. -/
def reversed {J : ℕ} (m : Level J) : Level J :=
  ⟨-m.1, by
    have h := Finset.mem_Icc.mp m.2
    exact Finset.mem_Icc.mpr ⟨by omega, by omega⟩⟩

/-- The phase `exp(-2πi m/n)` that a state of projection `m` acquires under a rotation
by `2π/n` about the axis, for `n ≥ 1`. -/
def phase (n : ℕ) (m : ℤ) : ℂ :=
  Complex.exp (-(2 * Real.pi * Complex.I * m / n))

/-- The `n`-fold rotation about the axis, `n ≥ 1`, as a diagonal matrix on the multiplet. -/
def rotation (n J : ℕ) : Matrix (Level J) (Level J) ℂ :=
  Matrix.diagonal fun m => phase n m.1

/-- For `n ≥ 1`, two projections acquire the same phase under the `n`-fold rotation exactly
when `n` divides their difference. -/
theorem phase_eq_iff {n : ℕ} (hn : 1 ≤ n) (a b : ℤ) :
    phase n a = phase n b ↔ (n : ℤ) ∣ a - b := by
  have hn0 : (n : ℂ) ≠ 0 := Nat.cast_ne_zero.mpr (by omega)
  unfold phase
  rw [Complex.exp_eq_exp_iff_exists_int]
  constructor
  · rintro ⟨k, hk⟩
    have ha := div_mul_cancel₀ (2 * Real.pi * Complex.I * (a : ℂ)) hn0
    have hb := div_mul_cancel₀ (2 * Real.pi * Complex.I * (b : ℂ)) hn0
    -- clear the denominator and cancel the common factor `2πi`
    have h : (a : ℂ) - b = n * (-k) := by
      apply mul_left_cancel₀ Complex.two_pi_I_ne_zero
      linear_combination (-(n : ℂ)) * hk - ha + hb
    exact ⟨-k, by exact_mod_cast h⟩
  · rintro ⟨k, hk⟩
    have hk' : (a : ℂ) - b = n * k := by exact_mod_cast hk
    have hinv : (n : ℂ) * (n : ℂ)⁻¹ = 1 := mul_inv_cancel₀ hn0
    refine ⟨-k, ?_⟩
    push_cast
    linear_combination (-(2 * Real.pi * Complex.I) * (n : ℂ)⁻¹) * hk'
      - (2 * Real.pi * Complex.I) * k * hinv

/-- Selection rule: for `n ≥ 1`, an operator commutes with the `n`-fold rotation exactly when
it connects only levels whose projections differ by a multiple of `n`. -/
theorem commute_rotation_iff {n J : ℕ} (hn : 1 ≤ n) (A : Matrix (Level J) (Level J) ℂ) :
    Commute A (rotation n J) ↔
      ∀ a b : Level J, ¬ (n : ℤ) ∣ a.1 - b.1 → A a b = 0 := by
  constructor
  · intro hA a b hab
    have h := congrFun (congrFun hA.eq a) b
    rw [rotation, Matrix.mul_diagonal, Matrix.diagonal_mul] at h
    -- a nonzero element would force the two phases to agree
    by_contra hne
    exact hab ((phase_eq_iff hn _ _).1
      (mul_right_cancel₀ hne (h.symm.trans (mul_comm _ _))))
  · intro h
    change A * rotation n J = rotation n J * A
    ext a b
    rw [rotation, Matrix.mul_diagonal, Matrix.diagonal_mul]
    by_cases hab : (n : ℤ) ∣ a.1 - b.1
    · rw [(phase_eq_iff hn _ _).2 hab, mul_comm]
    · rw [h a b hab, zero_mul, mul_zero]

/-- If `n ≥ 1` does not divide `2m`, every operator that commutes with the `n`-fold rotation
has a vanishing element between `m` and `-m`. -/
theorem element_reversed_eq_zero {n J : ℕ} (hn : 1 ≤ n) {A : Matrix (Level J) (Level J) ℂ}
    (hA : Commute A (rotation n J)) (m : Level J) (hm : ¬ (n : ℤ) ∣ 2 * m.1) :
    A m (reversed m) = 0 := by
  apply (commute_rotation_iff hn A).1 hA
  have h : m.1 - (reversed m).1 = 2 * m.1 := by
    change m.1 - (-m.1) = 2 * m.1
    ring
  rwa [h]

/-- Absence of tunnelling: if `H` commutes with the `n`-fold rotation, `n ≥ 1`, and `n` does
not divide `2m`, then the element of `H^p` between `m` and `-m` vanishes for every `p`. -/
theorem no_tunnelling {n J : ℕ} (hn : 1 ≤ n) {H : Matrix (Level J) (Level J) ℂ}
    (hH : Commute H (rotation n J)) (m : Level J) (hm : ¬ (n : ℤ) ∣ 2 * m.1) (p : ℕ) :
    (H ^ p) m (reversed m) = 0 :=
  element_reversed_eq_zero hn (hH.pow_left p) m hm

/-- Let `V` commute with the `n`-fold rotation, `n ≥ 1`, and let `G` be diagonal in the
projection. If `n` does not divide `2m`, the chain `V G V ... G V` with `p` factors `G` has
a vanishing element between `m` and `-m`. -/
theorem no_tunnelling_perturbation {n J : ℕ} (hn : 1 ≤ n)
    {V : Matrix (Level J) (Level J) ℂ} (hV : Commute V (rotation n J)) (g : Level J → ℂ)
    (m : Level J) (hm : ¬ (n : ℤ) ∣ 2 * m.1) (p : ℕ) :
    ((V * Matrix.diagonal g) ^ p * V) m (reversed m) = 0 := by
  -- diagonal matrices commute with the rotation
  have hG : Commute (Matrix.diagonal g) (rotation n J) := by
    rw [commute_rotation_iff hn]
    intro a b hab
    apply Matrix.diagonal_apply_ne
    rintro rfl
    exact hab (by simp)
  exact element_reversed_eq_zero hn (((hV.mul_left hG).pow_left p).mul_left hV) m hm

/-- If `H` commutes with the `n`-fold rotation, `n ≥ 1`, and `n` does not divide `2m`, the
element of the evolution operator `exp(-itH)` between `m` and `-m` vanishes at all times. -/
theorem no_tunnelling_evolution {n J : ℕ} (hn : 1 ≤ n) {H : Matrix (Level J) (Level J) ℂ}
    (hH : Commute H (rotation n J)) (m : Level J) (hm : ¬ (n : ℤ) ∣ 2 * m.1) (t : ℝ) :
    (NormedSpace.exp ((-(Complex.I * t)) • H)) m (reversed m) = 0 :=
  element_reversed_eq_zero hn (hH.smul_left (-(Complex.I * t))).exp_left m hm

/-- The model Hamiltonian that couples, with unit strength, all levels whose projections
differ by a multiple of `n`. -/
def mixing (n J : ℕ) : Matrix (Level J) (Level J) ℂ :=
  Matrix.of fun a b => if (n : ℤ) ∣ a.1 - b.1 then 1 else 0

/-- Sharpness: for `n ≥ 1` the model Hamiltonian `mixing` is Hermitian, commutes with the
`n`-fold rotation, and has a nonzero element between `m` and `-m` exactly when `n` divides
`2m`. -/
theorem mixing_sharp {n : ℕ} (hn : 1 ≤ n) (J : ℕ) :
    (mixing n J).IsHermitian ∧ Commute (mixing n J) (rotation n J) ∧
      ∀ m : Level J, mixing n J m (reversed m) ≠ 0 ↔ (n : ℤ) ∣ 2 * m.1 := by
  have hcomm : Commute (mixing n J) (rotation n J) := by
    rw [commute_rotation_iff hn]
    intro a b hab
    exact if_neg hab
  refine ⟨?_, hcomm, fun m => ⟨fun h => ?_, fun h => ?_⟩⟩
  · -- divisibility of `a - b` is symmetric in the two levels
    ext a b
    rw [Matrix.conjTranspose_apply]
    change star (if (n : ℤ) ∣ b.1 - a.1 then (1 : ℂ) else 0) =
      if (n : ℤ) ∣ a.1 - b.1 then (1 : ℂ) else 0
    by_cases hab : (n : ℤ) ∣ a.1 - b.1
    · rw [if_pos hab, if_pos ((dvd_sub_comm).1 hab), star_one]
    · rw [if_neg hab, if_neg (fun q => hab ((dvd_sub_comm).1 q)), star_zero]
  · by_contra hm
    exact h (element_reversed_eq_zero hn hcomm m hm)
  · have h' : (n : ℤ) ∣ m.1 - (reversed m).1 := by
      change (n : ℤ) ∣ m.1 - (-m.1)
      rwa [sub_neg_eq_add, ← two_mul]
    have h1 : mixing n J m (reversed m) = 1 := if_pos h'
    rw [h1]
    exact one_ne_zero

end

end AxialTunnelling
```

```lean
#print axioms AxialTunnelling.no_tunnelling
-- 'AxialTunnelling.no_tunnelling' depends on axioms: [propext, Classical.choice, Quot.sound]
#print axioms AxialTunnelling.no_tunnelling_perturbation
-- 'AxialTunnelling.no_tunnelling_perturbation' depends on axioms: [propext, Classical.choice, Quot.sound]
#print axioms AxialTunnelling.no_tunnelling_evolution
-- 'AxialTunnelling.no_tunnelling_evolution' depends on axioms: [propext, Classical.choice, Quot.sound]
#print axioms AxialTunnelling.mixing_sharp
-- 'AxialTunnelling.mixing_sharp' depends on axioms: [propext, Classical.choice, Quot.sound]
```

## What the symmetry settles and what it leaves open

**Reading the statements.** `Level J` is the set of integers between $-J$ and $J$, with `J` a natural number. A term `m : Level J` carries the integer `m.1` together with the proof that it lies in the range, and `reversed m` is the level with integer `-m.1`. The matrices are indexed by these levels directly, so the statements do not depend on the order in which a program stores them. `phase n m` is $\omega_m$ and `rotation n J` is $R$.

The main theorem, `no_tunnelling`, has three hypotheses. `hn` says $n \ge 1$, `hH` says that `H` commutes with the rotation, and `hm` says that $n$ does not divide $2m$, as a statement about integers. Its conclusion is that the entry of `H ^ p` in row `m` and column `reversed m` is zero, for the given `p`, which is an arbitrary natural number. The opposite amplitude, in row $-m$ and column $m$, follows by applying the theorem to the level $-m$, since $n$ divides $-2m$ exactly when it divides $2m$.

In `no_tunnelling_perturbation` the function `g` supplies the diagonal of $G$. It is arbitrary, so it may be the reduced resolvent of an axial zeroth-order Hamiltonian that is diagonal in $m$: inverse energy differences outside the reference levels and zero on them. The chain with $p$ factors of $G$ is of order $p + 1$ in $V$. In `no_tunnelling_evolution` the time `t` is real and `NormedSpace.exp` is the matrix exponential.

**Reading the proofs.** `phase_eq_iff` is the comparison of phases. The lemma `Complex.exp_eq_exp_iff_exists_int` supplies the integer $k$, `linear_combination` carries out the algebra with the denominator $n$, and `exact_mod_cast` turns the resulting equation between complex numbers into one between integers.

`commute_rotation_iff` is the selection rule. It extracts the $(a,b)$ entry of both products with `Matrix.mul_diagonal` and `Matrix.diagonal_mul`. In one direction, a nonzero entry could be cancelled, which would make the two phases equal and contradict the assumption on $a - b$. In the other direction, the proof distinguishes whether $n$ divides $a - b$: either the phases agree or the entry is zero.

`element_reversed_eq_zero` inserts $a = m$, $b = -m$ and rewrites the difference as $2m$. The three results on tunnelling then only have to show that the operator in question commutes with the rotation. For powers this is `hH.pow_left p`. For chains it is a combination of `mul_left` and `pow_left`, after the selection rule has shown that a diagonal matrix commutes with $R$. For the evolution operator it is `smul_left` followed by `exp_left`, which replaces the term-by-term argument given above.

`mixing_sharp` treats the matrix $W$, called `mixing` in the file. It proves that $W$ is Hermitian, that it commutes with the rotation, and that its $(m,-m)$ element is nonzero exactly when $n$ divides $2m$.

**Limits for use in a program.**

- The commutation of $H$ with $R$ is assumed. It is not derived from atomic positions, charges or crystal-field parameters, and a code has to ensure it separately. A transverse magnetic field or a distortion that lowers the symmetry generally violates it.
- The model is one multiplet with integer $J$. Half-integer spins, mixing between multiplets, and coupling to nuclear spins or phonons lie beyond it.
- The theorems speak of amplitudes and not of energies. A field along the axis commutes with $R$ and can separate the energies of $m$ and $-m$ while every amplitude between them stays zero.
- The perturbation result concerns chains with the same $G$ in every place. Degenerate perturbation theory also produces terms with several different diagonal factors. For such a term, `element_reversed_eq_zero` gives the same conclusion once its commutation with the rotation has been shown.
- Sharpness means that some symmetric Hamiltonian has a nonzero amplitude when $n$ divides $2m$. A particular crystal field may still have none. The matrix $W$ is a test case and is not built from a charge distribution.
- The matrices have exact complex entries. In floating-point work, forbidden entries of $H$ that are small but not exactly zero can feed small nonzero amplitudes into powers and exponentials. Setting these entries to zero before the calculation restores the hypothesis.
